# Exponentially small flux dependence of the energy in a half-filled, bond-alternating tight-binding ring

A magnetic flux through a molecular ring can be modelled in several ways; here it enters only as a phase on the hopping amplitudes. The ring has N cells of two sites each, with hopping −a inside a cell and −b between cells. An electron carried once round the ring gains the phase φ, which is eΦ/ħ for a flux Φ, up to sign. The electrons do not interact, and a and b respond neither to the field nor to the ring size.

With 2N electrons in the ring (half filling) and 0 ≤ b < a, the flux changes the ground-state energy by at most C N (b/a)^N, with C independent of N and φ.

## The ring and its energy

```lean
import Mathlib

open Finset Filter Topology
open scoped Real ComplexConjugate

namespace BondAlternatingRing

noncomputable section

/-- The phase factor `exp(ix)`. -/
def phase (x : ℝ) : ℂ := Complex.exp (x * Complex.I)
```

`phase x` is e^{ix}, for real x.

```lean
/-- The sum `a + b exp(ix)`. For hoppings `-a` and `-b`, minus this sum is the hopping amplitude
between the two sublattices at Bloch phase `x`. -/
def hop (a b x : ℝ) : ℂ := a + b * phase x
```

The hopping between the two sublattices is −h(x), with h(x) = a + b e^{ix}. Only the bond between cells carries the Bloch phase.

```lean
/-- Bloch matrix of a chain with two sites per cell and hoppings `-a` and `-b` in alternation. -/
def blochMatrix (a b x : ℝ) : Matrix (Fin 2) (Fin 2) ℂ :=
  !![0, -conj (hop a b x); -hop a b x, 0]
```

The 2×2 Hermitian Bloch matrix has zero on-site energies and −h(x) and its conjugate off the diagonal. Splitting the 2N-site ring into such blocks is part of the model and is not derived.

```lean
/-- The band energy `√(a² + b² + 2ab cos x)`. -/
def bandEnergy (a b x : ℝ) : ℝ := √(a ^ 2 + b ^ 2 + 2 * a * b * Real.cos x)
```

The band energy is ε(x) = √(a² + b² + 2ab cos x).

```lean
/-- Bloch phases of a ring of `N ≥ 1` cells threaded by the flux phase `φ`. -/
def blochPhase (N : ℕ) (φ : ℝ) (k : ℕ) : ℝ := (2 * π * k + φ) / N
```

The allowed Bloch phases are x_k = (2πk + φ)/N, so the flux shifts them all by φ/N.

```lean
/-- Energy of the ring with its `N` lower orbitals doubly occupied. -/
def ringEnergy (a b : ℝ) (N : ℕ) (φ : ℝ) : ℝ :=
  -2 * ∑ k ∈ range N, bandEnergy a b (blochPhase N φ k)
```

`range N` means k = 0, …, N−1. With two electrons in each of the N lower orbitals,

E_N(φ) = −2 Σ_k ε(x_k).

```lean
/-- Taylor coefficients of the square root of `1 + z`, written with Catalan numbers. -/
def rootCoeff : ℕ → ℂ
  | 0 => 1
  | n + 1 => (catalan n : ℂ) * (-1 / 4) ^ n / 2
```

These numbers, r_0 = 1 and r_{n+1} = Cat_n (−1/4)^n / 2, with Cat_n the Catalan numbers, will give a power series for √(1+z).

## The band energy as a modulus

```lean
lemma norm_phase (x : ℝ) : ‖phase x‖ = 1 := Complex.norm_exp_ofReal_mul_I x
```

The double bars denote the modulus: |e^{ix}| = 1.

```lean
lemma nsq (z : ℂ) : (‖z‖ : ℂ) ^ 2 = z * conj z := by
  rw [Complex.mul_conj, Complex.normSq_eq_norm_sq, Complex.ofReal_pow]
```

For complex z, |z|² = z z*.

```lean
lemma phase_mul_conj (x : ℝ) : phase x * conj (phase x) = 1 := by
  rw [← nsq, norm_phase]
  simp
```

Together these give e^{ix}(e^{ix})* = 1.

```lean
/-- The band energy is the modulus of the hopping amplitude. -/
theorem bandEnergy_eq_norm (a b x : ℝ) : bandEnergy a b x = ‖hop a b x‖ := by
  have hre : (hop a b x).re = a + b * Real.cos x := by
    simp [hop, phase, Complex.exp_ofReal_mul_I_re]
  have him : (hop a b x).im = b * Real.sin x := by
    simp [hop, phase, Complex.exp_ofReal_mul_I_im]
  have h : a ^ 2 + b ^ 2 + 2 * a * b * Real.cos x = ‖hop a b x‖ ^ 2 := by
    rw [← Complex.normSq_eq_norm_sq, Complex.normSq_apply, hre, him]
    linear_combination (-b ^ 2) * Real.sin_sq_add_cos_sq x
  rw [bandEnergy, h, Real.sqrt_sq (norm_nonneg _)]
```

By hand,

|h(x)|² = (a + b cos x)² + b² sin² x = a² + b² + 2ab cos x,

and the non-negative root gives ε(x) = |h(x)|. Lean computes the real part `hre` and the imaginary part `him`, and `linear_combination` supplies sin² + cos² = 1.

```lean
/-- The orbital energies at Bloch phase `x` are plus and minus the band energy. -/
theorem bloch_eigenvalues (a b x : ℝ) (E : ℂ) :
    (blochMatrix a b x - E • (1 : Matrix (Fin 2) (Fin 2) ℂ)).det = 0 ↔
      E = bandEnergy a b x ∨ E = -bandEnergy a b x := by
  have hdet : ∀ p q : ℂ,
      (!![0, p; q, 0] - E • (1 : Matrix (Fin 2) (Fin 2) ℂ)).det = E ^ 2 - p * q := by
    intro p q
    simp [Matrix.det_fin_two]
    ring
  rw [blochMatrix, hdet, ← sq_eq_sq_iff_eq_or_eq_neg, bandEnergy_eq_norm, nsq, sub_eq_zero,
    neg_mul_neg, mul_comm (hop a b x)]
```

The determinant is E² − |h(x)|², so it vanishes exactly at E = ±ε(x). This justifies taking −ε(x_k) as the lower orbital energies.

## A square root with controlled error

```lean
lemma catalan_weight (n : ℕ) : ‖(catalan n : ℂ) * (-1 / 4) ^ n‖ ≤ 1 := by
  have h1 : catalan n ≤ 4 ^ n := by
    rw [catalan_eq_centralBinom_div]
    refine (Nat.div_le_self _ _).trans ?_
    have h := Nat.choose_le_two_pow (2 * n) n
    rw [pow_mul] at h
    exact h
  have h2 : (catalan n : ℝ) ≤ 4 ^ n := by exact_mod_cast h1
  have h3 : ‖(-1 / 4 : ℂ)‖ = 1 / 4 := by norm_num
  rw [norm_mul, norm_pow, Complex.norm_natCast, h3]
  calc (catalan n : ℝ) * (1 / 4) ^ n ≤ 4 ^ n * (1 / 4) ^ n := by gcongr
    _ = 1 := by rw [← mul_pow]; norm_num
```

Since Cat_n is the binomial coefficient (2n choose n) divided by n+1, it is at most 2^{2n} = 4^n. Hence |Cat_n (−1/4)^n| ≤ 1.

```lean
lemma rootTerm_le (z : ℂ) (n : ℕ) : ‖rootCoeff n * z ^ n‖ ≤ ‖z‖ ^ n := by
  have h : ‖rootCoeff n‖ ≤ 1 := by
    cases n with
    | zero => simp [rootCoeff]
    | succ n =>
      have h2 : ‖(2 : ℂ)‖ = 2 := by norm_num
      rw [rootCoeff, norm_div, h2]
      linarith [catalan_weight n]
  rw [norm_mul, norm_pow z n]
  exact mul_le_of_le_one_left (by positivity) h
```

It follows that |r_n z^n| ≤ |z|^n.

```lean
lemma rootSummable {z : ℂ} (hz : ‖z‖ < 1) : Summable fun n => rootCoeff n * z ^ n :=
  Summable.of_norm_bounded (summable_geometric_of_lt_one (norm_nonneg z) hz) (rootTerm_le z)
```

Comparison with the geometric series gives convergence for |z| < 1.

```lean
/-- Inside the unit disc the series with coefficients `rootCoeff` squares to `1 + z`. -/
theorem root_series_sq {z : ℂ} (hz : ‖z‖ < 1) :
    (∑' n, rootCoeff n * z ^ n) ^ 2 = 1 + z := by
  let f : ℕ → ℂ := fun n => (catalan n : ℂ) * (-1 / 4) ^ n * z ^ n
  have hf : Summable fun n => ‖f n‖ := by
    refine Summable.of_nonneg_of_le (fun _ => norm_nonneg _) (fun n => ?_)
      (summable_geometric_of_lt_one (norm_nonneg z) hz)
    change ‖(catalan n : ℂ) * (-1 / 4) ^ n * z ^ n‖ ≤ ‖z‖ ^ n
    rw [norm_mul, norm_pow z n]
    exact mul_le_of_le_one_left (by positivity) (catalan_weight n)
  -- the Catalan recursion is a quadratic equation for the generating function
  have hrec : ∀ n, f (n + 1) = (-z / 4) * ∑ i ∈ range (n + 1), f i * f (n - i) := by
    intro n
    have hc : catalan (n + 1) = ∑ i ∈ range (n + 1), catalan i * catalan (n - i) :=
      (catalan_succ n).trans
        (Fin.sum_univ_eq_sum_range (fun i => catalan i * catalan (n - i)) (n + 1))
    have h : ∑ i ∈ range (n + 1), f i * f (n - i)
        = (catalan (n + 1) : ℂ) * (-1 / 4) ^ n * z ^ n := by
      rw [hc, Nat.cast_sum, sum_mul, sum_mul]
      refine sum_congr rfl fun i hi => ?_
      have hin : i ≤ n := by have := mem_range.mp hi; omega
      obtain ⟨j, rfl⟩ := Nat.exists_eq_add_of_le hin
      simp only [f, Nat.cast_mul, Nat.add_sub_cancel_left]
      ring
    rw [h]
    simp only [f]
    ring
  have f0 : f 0 = 1 := by simp [f]
  have hS : ∑' n, f n = 1 + (-z / 4) * ((∑' n, f n) * ∑' n, f n) := by
    calc ∑' n, f n = f 0 + ∑' n, f (n + 1) := hf.of_norm.tsum_eq_zero_add
      _ = _ := by
        rw [f0, tsum_congr hrec, tsum_mul_left,
          tsum_mul_tsum_eq_tsum_sum_range_of_summable_norm hf hf]
  have h0 : rootCoeff 0 * z ^ 0 = 1 := by simp [rootCoeff]
  have h1 : ∀ n, rootCoeff (n + 1) * z ^ (n + 1) = z / 2 * f n := by
    intro n
    simp only [rootCoeff, f]
    ring
  rw [(rootSummable hz).tsum_eq_zero_add, h0, tsum_congr h1, tsum_mul_left]
  linear_combination z * hS
```

Put f_n = Cat_n (−1/4)^n z^n and F = Σ f_n. The recursion Cat_{n+1} = Σ_{i≤n} Cat_i Cat_{n−i} becomes `hrec`:

f_{n+1} = −(z/4) Σ_{i≤n} f_i f_{n−i}.

Summing over n turns the right side into a product of series, so F = 1 − (z/4)F², which is `hS`. The series with coefficients r_n is s = 1 + (z/2)F, and

s² = 1 + z(F + zF²/4) = 1 + z.

```lean
/-- For `|z| < 1`, the squared modulus of the square-root series cut after `N` terms differs from
`|1 + z|` by at most `2|z|^N / (1 - |z|)²`. -/
theorem truncation_error (N : ℕ) {z : ℂ} (hz : ‖z‖ < 1) :
    |‖1 + z‖ - ‖∑ m ∈ range N, rootCoeff m * z ^ m‖ ^ 2| ≤ 2 * ‖z‖ ^ N / (1 - ‖z‖) ^ 2 := by
  have hg := hasSum_geometric_of_lt_one (norm_nonneg z) hz
  have hs := tsum_of_norm_bounded hg (rootTerm_le z)
  have hP : ‖∑ m ∈ range N, rootCoeff m * z ^ m‖ ≤ (1 - ‖z‖)⁻¹ :=
    (norm_sum_le_of_le _ fun m _ => rootTerm_le z m).trans
      (sum_le_hasSum _ (fun _ _ => by positivity) hg)
  have hR : ‖∑' n, rootCoeff (n + N) * z ^ (n + N)‖ ≤ ‖z‖ ^ N * (1 - ‖z‖)⁻¹ :=
    tsum_of_norm_bounded (hg.mul_left (‖z‖ ^ N)) fun n =>
      (rootTerm_le z (n + N)).trans_eq (by ring)
  have hsplit := (rootSummable hz).sum_add_tsum_nat_add N
  rw [← root_series_sq hz, norm_pow]
  set s := ∑' n, rootCoeff n * z ^ n
  set P := ∑ m ∈ range N, rootCoeff m * z ^ m
  have hd : ‖s - P‖ ≤ ‖z‖ ^ N * (1 - ‖z‖)⁻¹ := by
    rw [← hsplit, add_sub_cancel_left]
    exact hR
  calc |‖s‖ ^ 2 - ‖P‖ ^ 2| = |‖s‖ - ‖P‖| * (‖s‖ + ‖P‖) := by
        rw [sq_sub_sq, abs_mul, abs_of_nonneg (add_nonneg (norm_nonneg s) (norm_nonneg P)),
          mul_comm]
    _ ≤ (‖z‖ ^ N * (1 - ‖z‖)⁻¹) * ((1 - ‖z‖)⁻¹ + (1 - ‖z‖)⁻¹) :=
        mul_le_mul ((abs_norm_sub_norm_le s P).trans hd) (add_le_add hs hP)
          (by positivity) ((norm_nonneg _).trans hd)
    _ = 2 * ‖z‖ ^ N / (1 - ‖z‖) ^ 2 := by
        rw [div_eq_mul_inv, ← inv_pow]
        ring
```

Let P be the first N terms of s. The geometric series bounds |s| and |P| by 1/(1−|z|), and the remainder |s−P| by |z|^N/(1−|z|). Since |1+z| = |s|²,

| |1+z| − |P|² | = | |s|−|P| | (|s|+|P|) ≤ 2|z|^N/(1−|z|)².

The `calc` block has these same steps.

## The flux drops out of the truncated sum

```lean
lemma orthogonality {N : ℕ} (hN : N ≠ 0) (φ : ℝ) {m n : ℕ} (hm : m < N) (hn : n < N) :
    ∑ k ∈ range N, phase (blochPhase N φ k) ^ m * conj (phase (blochPhase N φ k)) ^ n
      = if m = n then (N : ℂ) else 0 := by
  split_ifs with hmn
  · subst hmn
    simp only [← mul_pow, phase_mul_conj]
    simp
  · have hζ : IsPrimitiveRoot (phase (2 * π / N)) N := by
      unfold phase
      convert Complex.isPrimitiveRoot_exp N hN using 2
      push_cast
      ring
    have hk : ∀ k, phase (blochPhase N φ k) = phase (φ / N) * phase (2 * π / N) ^ k := by
      intro k
      unfold phase blochPhase
      rw [← Complex.exp_nat_mul, ← Complex.exp_add]
      congr 1
      push_cast
      ring
    have hζ1 := phase_mul_conj (2 * π / N)
    set ζ := phase (2 * π / N)
    have hr : ζ ^ m * conj ζ ^ n ≠ 1 := by
      intro h
      apply hmn
      apply hζ.pow_inj hm hn
      calc ζ ^ m = ζ ^ m * (ζ * conj ζ) ^ n := by rw [hζ1]; simp
        _ = (ζ ^ m * conj ζ ^ n) * ζ ^ n := by ring
        _ = ζ ^ n := by rw [h, one_mul]
    have hrN : (ζ ^ m * conj ζ ^ n) ^ N = 1 := by
      calc _ = (ζ ^ N) ^ m * (conj (ζ ^ N)) ^ n := by rw [map_pow]; ring
        _ = 1 := by rw [hζ.pow_eq_one]; simp
    have hgeom := geom_sum_mul (ζ ^ m * conj ζ ^ n) N
    rw [hrN, sub_self] at hgeom
    have h : ∀ k ∈ range N, phase (blochPhase N φ k) ^ m * conj (phase (blochPhase N φ k)) ^ n
        = (phase (φ / N) ^ m * conj (phase (φ / N)) ^ n) * (ζ ^ m * conj ζ ^ n) ^ k := by
      intro k _
      simp only [hk, map_mul, map_pow]
      ring
    rw [sum_congr rfl h, ← mul_sum,
      (mul_eq_zero.mp hgeom).resolve_right (sub_ne_zero.mpr hr), mul_zero]
```

Write ζ = e^{2πi/N}, so that e^{ix_k} = e^{iφ/N} ζ^k. For m, n < N,

Σ_k e^{i(m−n)x_k} = e^{i(m−n)φ/N} Σ_k w^k, with w = ζ^{m−n}.

If m = n, the sum is N. Otherwise w ≠ 1 but w^N = 1, so (w−1) Σ_k w^k = w^N − 1 = 0 and the sum vanishes.

```lean
/-- Parseval's identity on a ring of `N ≥ 1` cells: for a polynomial of degree below `N` in the
phase factor, the squared moduli sum to the same value at every flux. -/
theorem ring_parseval {N : ℕ} (hN : N ≠ 0) (c : ℕ → ℂ) (φ : ℝ) :
    ∑ k ∈ range N, ‖∑ m ∈ range N, c m * phase (blochPhase N φ k) ^ m‖ ^ 2
      = N * ∑ m ∈ range N, ‖c m‖ ^ 2 := by
  apply Complex.ofReal_injective
  simp only [Complex.ofReal_sum, Complex.ofReal_mul, Complex.ofReal_pow,
    Complex.ofReal_natCast, nsq]
  calc _ = ∑ k ∈ range N, ∑ m ∈ range N, ∑ n ∈ range N, (c m * conj (c n)) *
        (phase (blochPhase N φ k) ^ m * conj (phase (blochPhase N φ k)) ^ n) := by
        refine sum_congr rfl fun k _ => ?_
        rw [map_sum, Finset.sum_mul_sum]
        refine sum_congr rfl fun m _ => sum_congr rfl fun n _ => ?_
        simp only [map_mul, map_pow]
        ring
    _ = ∑ m ∈ range N, ∑ n ∈ range N, if m = n then c m * conj (c n) * N else 0 := by
        rw [sum_comm]
        refine sum_congr rfl fun m hm => ?_
        rw [sum_comm]
        refine sum_congr rfl fun n hn => ?_
        rw [← mul_sum, orthogonality hN φ (mem_range.mp hm) (mem_range.mp hn), mul_ite, mul_zero]
    _ = ∑ m ∈ range N, c m * conj (c m) * N :=
        sum_congr rfl fun m hm => by rw [sum_ite_eq, if_pos hm]
    _ = _ := by rw [← sum_mul, mul_comm]
```

Expanding the square and using orthogonality leaves only the terms with m = n:

Σ_k |Σ_m c_m e^{imx_k}|² = N Σ_m |c_m|².

The right side does not contain φ. A further term m = N would, together with the term m = 0, bring in e^{iφ}, so the series was cut after N terms.

```lean
lemma energy_near_reference {a q : ℝ} (ha : 0 < a) (hq : 0 ≤ q) (hq1 : q < 1) {N : ℕ}
    (hN : N ≠ 0) (φ : ℝ) :
    |ringEnergy a (a * q) N φ + 2 * a * (N * ∑ m ∈ range N, ‖rootCoeff m * (q : ℂ) ^ m‖ ^ 2)|
      ≤ 2 * a * (N * (2 * q ^ N / (1 - q) ^ 2)) := by
  have hz : ∀ x, ‖(q : ℂ) * phase x‖ = q := by
    intro x
    rw [norm_mul, norm_phase, mul_one, Complex.norm_real, Real.norm_of_nonneg hq]
  have hb : ∀ x, bandEnergy a (a * q) x = a * ‖1 + (q : ℂ) * phase x‖ := by
    intro x
    have h : hop a (a * q) x = a * (1 + (q : ℂ) * phase x) := by
      rw [hop, Complex.ofReal_mul]
      ring
    rw [bandEnergy_eq_norm, h, norm_mul, Complex.norm_real, Real.norm_of_nonneg ha.le]
  have hE : ringEnergy a (a * q) N φ
      + 2 * a * (N * ∑ m ∈ range N, ‖rootCoeff m * (q : ℂ) ^ m‖ ^ 2)
      = -(2 * a) * ∑ k ∈ range N, (‖1 + (q : ℂ) * phase (blochPhase N φ k)‖
        - ‖∑ m ∈ range N, rootCoeff m * ((q : ℂ) * phase (blochPhase N φ k)) ^ m‖ ^ 2) := by
    rw [← ring_parseval hN _ φ]
    simp only [ringEnergy, hb, ← mul_sum, sum_sub_distrib, mul_pow, mul_assoc]
    ring
  have h := fun k : ℕ => truncation_error N (z := (q : ℂ) * phase (blochPhase N φ k))
    (by rw [hz]; exact hq1)
  simp only [hz] at h
  have hsum := sum_le_card_nsmul (range N) _ _ fun k _ => h k
  rw [card_range, nsmul_eq_mul] at hsum
  rw [hE, abs_mul, abs_neg, abs_of_pos (by positivity : 0 < 2 * a)]
  exact mul_le_mul_of_nonneg_left ((abs_sum_le_sum_abs _ _).trans hsum) (by positivity)
```

Set q = b/a and z_k = q e^{ix_k}, so that ε(x_k) = a|1+z_k|. Replacing each |1+z_k| by |P(z_k)|² and applying Parseval with c_m = r_m q^m gives the flux-independent reference energy

A = −2aN Σ_{m<N} |r_m q^m|².

Adding up the N truncation errors yields

|E_N(φ) − A| ≤ 4aN q^N/(1−q)².

## The bound and the large-ring limit

```lean
/-- For `0 ≤ b < a` the flux dependence of the energy of a bond-alternating ring of `N` cells is
at most `C N (b/a)^N`, with `C = 8a/(1 - b/a)²` independent of ring size and flux. -/
theorem flux_response_exponentially_small {a b : ℝ} (hb : 0 ≤ b) (hab : b < a) (N : ℕ) (φ : ℝ) :
    |ringEnergy a b N φ - ringEnergy a b N 0|
      ≤ 8 * a / (1 - b / a) ^ 2 * (N * (b / a) ^ N) := by
  rcases eq_or_ne N 0 with rfl | hN
  · simp [ringEnergy]
  have ha : 0 < a := hb.trans_lt hab
  have hba : a * (b / a) = b := by field_simp
  -- both energies lie close to the same flux-independent number
  have key := energy_near_reference ha (div_nonneg hb ha.le) ((div_lt_one ha).mpr hab) hN
  rw [hba] at key
  have h1 := abs_le.mp (key φ)
  have h2 := abs_le.mp (key 0)
  have h3 : 8 * a / (1 - b / a) ^ 2 * (N * (b / a) ^ N)
      = 2 * (2 * a * (N * (2 * (b / a) ^ N / (1 - b / a) ^ 2))) := by ring
  rw [h3, abs_le]
  constructor <;> linarith [h1.1, h1.2, h2.1, h2.2]
```

The hypotheses `hb` and `hab` say 0 ≤ b and b < a. Both E_N(φ) and E_N(0) lie close to A, so the triangle inequality gives

|E_N(φ) − E_N(0)| ≤ C N (b/a)^N, with C = 8a/(1−b/a)².

Lean unpacks the two absolute values into inequalities, and `linarith` combines them.

For b = 0 the cells are isolated dimers: E_N = −2aN at every flux, and the bound is zero too. For N = 1 and φ = π the change is 4b, against a bound of 8b/(1−b/a)².

The band energy is symmetric in a and b, so for 0 ≤ a < b the same bound holds with a and b exchanged. Exponential decay does need a ≠ b. For equal hoppings a = b > 0 no gap is left in the limit of a large ring, and a geometric sum, done by hand and not in the file, gives

|E_N(π) − E_N(0)| = 4a tan(π/(4N)),

which falls off only as 1/N.

The ring current is, up to sign and units, the derivative of E_N with respect to φ. The theorem therefore limits its average between flux 0 and φ, not its value at a single flux. For this one-dimensional, non-interacting model it also says that shifting the uniform mesh of N Bloch phases 2πk/N changes the energy per cell by at most C(b/a)^N.

```lean
/-- For `0 ≤ b < a` the energy change caused by the flux tends to zero as the ring grows, even
if the flux is chosen anew for each ring size. -/
theorem flux_response_tendsto_zero {a b : ℝ} (hb : 0 ≤ b) (hab : b < a) (φ : ℕ → ℝ) :
    Tendsto (fun N => ringEnergy a b N (φ N) - ringEnergy a b N 0) atTop (𝓝 0) := by
  have ha : 0 < a := hb.trans_lt hab
  have h := (tendsto_self_mul_const_pow_of_lt_one (div_nonneg hb ha.le)
    ((div_lt_one ha).mpr hab)).const_mul (8 * a / (1 - b / a) ^ 2)
  rw [mul_zero] at h
  exact squeeze_zero_norm (fun N => flux_response_exponentially_small hb hab N (φ N)) h

end

end BondAlternatingRing
```

`Tendsto … atTop (𝓝 0)` reads "tends to zero as N → ∞". Here φ is a sequence, so each ring may have its own flux. The bound does not depend on φ, and N q^N → 0 for 0 ≤ q < 1, which squeezes the energy difference to zero.

```lean
#print axioms BondAlternatingRing.bloch_eigenvalues
-- 'BondAlternatingRing.bloch_eigenvalues' depends on axioms: [propext, Classical.choice, Quot.sound]
#print axioms BondAlternatingRing.flux_response_exponentially_small
-- 'BondAlternatingRing.flux_response_exponentially_small' depends on axioms: [propext, Classical.choice, Quot.sound]
#print axioms BondAlternatingRing.flux_response_tendsto_zero
-- 'BondAlternatingRing.flux_response_tendsto_zero' depends on axioms: [propext, Classical.choice, Quot.sound]
```
